# Bounding the energy error by the gradient norm under a global curvature bound

For a single coordinate with energy $E(x)=e_0+\tfrac m2x^2$, $m>0$, and slope $g=mx$, the height above the minimum is $\tfrac m2x^2=g^2/(2m)$, so the slope and the stiffness give the energy error without the position of the minimum. On a real inner-product space, $\|g\|^2/(2m)$ is an upper bound on the height above the infimum whenever, at each point, the quadratic model with the energy's value there, slope $g$ and curvature $m$ nowhere exceeds the energy.

```lean
import Mathlib

open scoped InnerProductSpace Topology
open Filter

namespace EnergyErrorCertificate

variable {V : Type*} [NormedAddCommGroup V] [InnerProductSpace ℝ V]

/-- At every point `x` the quadratic model with slope `g x` and curvature `m` lies below
the energy `E`. -/
def StrongLowerModel (m : ℝ) (E : V → ℝ) (g : V → V) : Prop :=
  ∀ x y, E x + ⟪g x, y - x⟫_ℝ + m / 2 * ‖y - x‖ ^ 2 ≤ E y

/-- The harmonic energy with force constant `m`, centre `c` and value `e₀` at the centre. -/
noncomputable def harmonicEnergy (m : ℝ) (c : V) (e₀ : ℝ) (x : V) : ℝ :=
  e₀ + m / 2 * ‖x - c‖ ^ 2

/-- The energy at any `y` is at least `E x - ‖g x‖² / (2m)` plus a harmonic penalty for the
distance of `y` from the shifted point `x - g x / m`. -/
theorem lower_bound_with_remainder {m : ℝ} {E : V → ℝ} {g : V → V} (hm : 0 < m)
    (h : StrongLowerModel m E g) (x y : V) :
    E x - ‖g x‖ ^ 2 / (2 * m) + m / 2 * ‖y - (x - m⁻¹ • g x)‖ ^ 2 ≤ E y := by
  have hne : m ≠ 0 := hm.ne'
  have hy : y - (x - m⁻¹ • g x) = (y - x) + m⁻¹ • g x := by abel
  -- complete the square in the quadratic model
  have hsq : m / 2 * ‖(y - x) + m⁻¹ • g x‖ ^ 2
      = ⟪g x, y - x⟫_ℝ + m / 2 * ‖y - x‖ ^ 2 + ‖g x‖ ^ 2 / (2 * m) := by
    rw [norm_add_sq_real, norm_smul, real_inner_smul_right, real_inner_comm (g x) (y - x),
      Real.norm_eq_abs, mul_pow, sq_abs]
    field_simp
    ring
  rw [hy, hsq]
  linarith [h x y]

/-- The energy is bounded below, and its error above the infimum is at most
`‖g x‖² / (2m)` at every point `x`. -/
theorem energy_error_certificate {m : ℝ} {E : V → ℝ} {g : V → V} (hm : 0 < m)
    (h : StrongLowerModel m E g) :
    BddBelow (Set.range E) ∧ ∀ x, E x - ⨅ y, E y ≤ ‖g x‖ ^ 2 / (2 * m) := by
  have key : ∀ x y, E x - ‖g x‖ ^ 2 / (2 * m) ≤ E y := by
    intro x y
    have h1 := lower_bound_with_remainder hm h x y
    have h2 : 0 ≤ m / 2 * ‖y - (x - m⁻¹ • g x)‖ ^ 2 := by positivity
    linarith
  refine ⟨⟨E 0 - ‖g 0‖ ^ 2 / (2 * m), ?_⟩, fun x => ?_⟩
  · rintro _ ⟨y, rfl⟩
    exact key 0 y
  · have h3 : E x - ‖g x‖ ^ 2 / (2 * m) ≤ ⨅ y, E y := le_ciInf (key x)
    linarith

/-- The slope field satisfies the monotonicity inequality with constant `m`; for `m > 0` this is
strong monotonicity. -/
theorem strong_monotonicity {m : ℝ} {E : V → ℝ} {g : V → V}
    (h : StrongLowerModel m E g) (x y : V) :
    m * ‖x - y‖ ^ 2 ≤ ⟪g x - g y, x - y⟫_ℝ := by
  have h1 := h x y
  have h2 := h y x
  rw [← neg_sub x y, inner_neg_right, norm_neg] at h1
  rw [inner_sub_left]
  linarith

/-- A point `x₀` with vanishing slope attains the infimum of the energy, and every point `x`
lies within `‖g x‖ / m` of it. -/
theorem stationary_point {m : ℝ} {E : V → ℝ} {g : V → V} (hm : 0 < m)
    (h : StrongLowerModel m E g) {x₀ : V} (h₀ : g x₀ = 0) :
    E x₀ = ⨅ y, E y ∧ ∀ x, ‖x - x₀‖ ≤ ‖g x‖ / m := by
  obtain ⟨hb, hc⟩ := energy_error_certificate hm h
  constructor
  · have h1 := hc x₀
    have h2 : ⨅ y, E y ≤ E x₀ := ciInf_le hb x₀
    have h3 : ‖g x₀‖ ^ 2 / (2 * m) = 0 := by simp [h₀]
    linarith
  · intro x
    have h1 := strong_monotonicity h x x₀
    rw [h₀, sub_zero] at h1
    -- Cauchy-Schwarz, then cancel one factor of the distance
    have h2 := real_inner_le_norm (g x) (x - x₀)
    rcases (norm_nonneg (x - x₀)).eq_or_lt with hz | hp
    · rw [← hz]
      positivity
    · rw [le_div_iff₀ hm]
      have h3 : ‖x - x₀‖ * m * ‖x - x₀‖ ≤ ‖g x‖ * ‖x - x₀‖ := by
        calc ‖x - x₀‖ * m * ‖x - x₀‖ = m * ‖x - x₀‖ ^ 2 := by ring
          _ ≤ ‖g x‖ * ‖x - x₀‖ := h1.trans h2
      exact le_of_mul_le_mul_right h3 hp

/-- Relative to a point `x₀` of vanishing slope, the energy error at `x` equals
`‖g x‖² / (2m)` exactly when the single step `x - g x / m` lands on `x₀`. -/
theorem certificate_exact_iff {m : ℝ} {E : V → ℝ} {g : V → V} (hm : 0 < m)
    (h : StrongLowerModel m E g) {x₀ : V} (h₀ : g x₀ = 0) (x : V) :
    E x - E x₀ = ‖g x‖ ^ 2 / (2 * m) ↔ x₀ = x - m⁻¹ • g x := by
  have hr := lower_bound_with_remainder hm h x x₀
  constructor
  · intro he
    -- the harmonic penalty has no room left
    have h1 : m / 2 * ‖x₀ - (x - m⁻¹ • g x)‖ ^ 2 ≤ 0 := by linarith
    have h2 : ‖x₀ - (x - m⁻¹ • g x)‖ ^ 2 ≤ 0 := by
      by_contra hn
      have h3 := mul_pos (half_pos hm) (not_le.mp hn)
      linarith
    have h4 : ‖x₀ - (x - m⁻¹ • g x)‖ = 0 :=
      pow_eq_zero_iff (two_ne_zero) |>.mp (le_antisymm h2 (sq_nonneg _))
    exact sub_eq_zero.mp (norm_eq_zero.mp h4)
  · intro hx
    have hne : m ≠ 0 := hm.ne'
    have hd : x - x₀ = m⁻¹ • g x := by
      rw [hx]
      abel
    -- the model at the stationary point gives the opposite inequality
    have h1 := h x₀ x
    rw [h₀, inner_zero_left, hd, norm_smul, Real.norm_eq_abs, mul_pow, sq_abs] at h1
    have h2 : m / 2 * (m⁻¹ ^ 2 * ‖g x‖ ^ 2) = ‖g x‖ ^ 2 / (2 * m) := by
      field_simp
    have h3 : 0 ≤ m / 2 * ‖x₀ - (x - m⁻¹ • g x)‖ ^ 2 := by positivity
    linarith

/-- Along any sequence of iterates whose slopes tend to zero in norm, the energies converge
to the infimum of the energy. -/
theorem energy_tendsto_iInf {m : ℝ} {E : V → ℝ} {g : V → V} (hm : 0 < m)
    (h : StrongLowerModel m E g) {u : ℕ → V}
    (hu : Tendsto (fun n => ‖g (u n)‖) atTop (𝓝 0)) :
    Tendsto (fun n => E (u n)) atTop (𝓝 (⨅ y, E y)) := by
  obtain ⟨hb, hc⟩ := energy_error_certificate hm h
  have hup : Tendsto (fun n => (⨅ y, E y) + ‖g (u n)‖ ^ 2 / (2 * m)) atTop
      (𝓝 (⨅ y, E y)) := by
    have h1 := ((hu.pow 2).div_const (2 * m)).const_add (⨅ y, E y)
    have h2 : (⨅ y, E y) + (0 : ℝ) ^ 2 / (2 * m) = ⨅ y, E y := by ring
    rwa [h2] at h1
  -- squeeze the energies between the infimum and the certificate
  exact tendsto_of_tendsto_of_tendsto_of_le_of_le tendsto_const_nhds hup
    (fun n => ciInf_le hb (u n)) (fun n => by linarith [hc (u n)])

/-- The harmonic energy with slope `m (x - c)` satisfies the lower-model condition, and its
energy error equals `‖m (x - c)‖² / (2m)` at every point. -/
theorem harmonicEnergy_witness {m : ℝ} (hm : 0 < m) (c : V) (e₀ : ℝ) :
    StrongLowerModel m (harmonicEnergy m c e₀) (fun x => m • (x - c)) ∧
      ∀ x, harmonicEnergy m c e₀ x - ⨅ y, harmonicEnergy m c e₀ y
        = ‖m • (x - c)‖ ^ 2 / (2 * m) := by
  have hmodel : StrongLowerModel m (harmonicEnergy m c e₀) (fun x => m • (x - c)) := by
    intro x y
    have hy : y - c = (x - c) + (y - x) := by abel
    have hn := norm_add_sq_real (x - c) (y - x)
    rw [← hy] at hn
    simp only [harmonicEnergy, real_inner_smul_left]
    rw [hn]
    apply le_of_eq
    ring
  refine ⟨hmodel, fun x => ?_⟩
  have hne : m ≠ 0 := hm.ne'
  have hmin := (stationary_point hm hmodel (x₀ := c) (by simp)).1
  have hc : harmonicEnergy m c e₀ c = e₀ := by simp [harmonicEnergy]
  rw [← hmin, hc, norm_smul, Real.norm_eq_abs, mul_pow, sq_abs]
  have h1 : m ^ 2 * ‖x - c‖ ^ 2 / (2 * m) = m / 2 * ‖x - c‖ ^ 2 := by
    field_simp
  rw [h1, harmonicEnergy]
  ring

end EnergyErrorCertificate
```

```lean
#print axioms EnergyErrorCertificate.energy_error_certificate
-- 'EnergyErrorCertificate.energy_error_certificate' depends on axioms: [propext, Classical.choice, Quot.sound]
#print axioms EnergyErrorCertificate.stationary_point
-- 'EnergyErrorCertificate.stationary_point' depends on axioms: [propext, Classical.choice, Quot.sound]
#print axioms EnergyErrorCertificate.certificate_exact_iff
-- 'EnergyErrorCertificate.certificate_exact_iff' depends on axioms: [propext, Classical.choice, Quot.sound]
#print axioms EnergyErrorCertificate.energy_tendsto_iInf
-- 'EnergyErrorCertificate.energy_tendsto_iInf' depends on axioms: [propext, Classical.choice, Quot.sound]
```

## Energy, gradient and stiffness

The space `V` holds the configurations or variational parameters, `E` is the energy, and `g x` plays the part of the gradient, the negative of the force. The hypothesis `StrongLowerModel m E g` says that, for all $x,y$,

$$E(x)+\langle g(x),y-x\rangle+\tfrac m2\|y-x\|^2\le E(y).$$

The constant $m$ stands for a lower bound on the stiffness in every direction; for a smooth energy, it bounds the Hessian eigenvalues from below. It is measured in the chosen inner product, so rescaling or mass-weighting the coordinates changes both $m$ and $\|g\|$.

For $m>0$, `energy_error_certificate` states that $E$ is bounded below and that

$$E(x)-\inf E\le\frac{\|g(x)\|^2}{2m}\quad\text{for every }x.$$

The boundedness matters because Lean assigns the real infimum `⨅ y, E y` a default value when the energies have no lower bound. The space may be infinite-dimensional and incomplete, and neither differentiability nor a minimiser is assumed.

The condition is global and is assumed, not derived from a Hamiltonian. For $m>0$, a potential surface with two separate minima violates it, as does one with a free translation.

## Completing the square

Write $d=y-x$ and $g=g(x)$. Expanding the square gives

$$\tfrac m2\left\|d+\tfrac gm\right\|^2=\langle g,d\rangle+\tfrac m2\|d\|^2+\frac{\|g\|^2}{2m}.$$

Substituting this into the hypothesis yields

$$E(y)\ge E(x)-\frac{\|g\|^2}{2m}+\tfrac m2\left\|y-\left(x-\tfrac gm\right)\right\|^2.$$

This is `lower_bound_with_remainder`; its `hsq` is the expansion, with `field_simp` and `ring` doing the algebra. Dropping the last term leaves a lower bound independent of $y$. It therefore also bounds the infimum, which is the step `le_ciInf`.

## Distance to a stationary point

Adding the hypothesis for $(x,y)$ to the one for $(y,x)$ cancels the energies and gives `strong_monotonicity`:

$$m\|x-y\|^2\le\langle g(x)-g(y),x-y\rangle.$$

Suppose $g(x_0)=0$. The energy bound at $x_0$ is then zero, so $E(x_0)=\inf E$. Setting $y=x_0$ and applying Cauchy–Schwarz,

$$m\|x-x_0\|^2\le\|g(x)\|\,\|x-x_0\|.$$

If $x\ne x_0$, dividing by the distance gives $\|x-x_0\|\le\|g(x)\|/m$; if $x=x_0$, this is immediate. The proof of `stationary_point` splits into the same two cases.

## When the bound is exact

By `certificate_exact_iff`, the error relative to such an $x_0$ equals $\|g(x)\|^2/(2m)$ exactly when $x_0=x-g(x)/m$. If equality holds, the completed square at $y=x_0$ has no room for a positive remainder, so the two points coincide. Conversely, if $x-x_0=g(x)/m$, the model based at $x_0$ gives

$$E(x)\ge E(x_0)+\tfrac m2\left\|\tfrac{g(x)}m\right\|^2=E(x_0)+\frac{\|g(x)\|^2}{2m},$$

and the general bound supplies the reverse inequality.

The harmonic energy $e_0+\tfrac m2\|x-c\|^2$ with $g(x)=m(x-c)$ attains equality everywhere. In `harmonicEnergy_witness`, expanding $\|(x-c)+(y-x)\|^2$ turns the model inequality into an equality, and the stationary point $c$ identifies the infimum as $e_0$.

## Stopping a minimisation

Along iterates $u_n$ with $\|g(u_n)\|\to0$,

$$\inf E\le E(u_n)\le\inf E+\frac{\|g(u_n)\|^2}{2m},$$

so the energies converge to $\inf E$. This squeeze proves `energy_tendsto_iInf`. Strong monotonicity also gives $m\|u_n-u_k\|\le\|g(u_n)-g(u_k)\|$, so the iterates form a Cauchy sequence: they converge if the space is complete, but may have no limit in an incomplete one.

In a simple induced-dipole model with fixed nuclei and linear response, the energy is, up to a constant, $\tfrac12\mu^{\mathsf T}A\mu-b^{\mathsf T}\mu$, where $\mu$ collects the induced dipoles, $A$ is a symmetric matrix and $b$ is the field of the permanent charges. Its gradient $A\mu-b$ is, up to sign, the residual of the dipole equations $A\mu=b$. If the smallest eigenvalue of $A$ is at least $m>0$, a solver can stop once $\|g\|^2\le2m\varepsilon$, which bounds the remaining energy error by $\varepsilon$ in exact arithmetic. This holds for the quadratic expression above, evaluated at the current $\mu$; the shorter form $-\tfrac12b^{\mathsf T}\mu$ agrees with it at the solution, but need not obey the bound before that. The norm is the full one: a code that reports the root-mean-square over $N$ components must multiply its square by $N$. The value of $m$ must be a true lower bound, whereas the smallest Ritz value from a Lanczos run lies, in exact arithmetic, at or above the smallest eigenvalue and can make the estimate too optimistic.
